# Coherence drives population transfer and total population is conserved in Feynman's two-condensate model

Two superconductors are separated by a barrier thin enough for pairs to tunnel through it, and each is described by a single complex amplitude. How do the populations on the two sides and the relative phase change in time?

```lean
import Mathlib

open Complex

namespace FeynmanJosephson

noncomputable section

/-- Feynman's two-condensate model: differentiable amplitudes `x`, `y` with real, possibly
time-dependent levels `E₁`, `E₂` and tunnel coupling `K`, in units with `ħ = 1`. -/
structure FeynmanJunction (E₁ E₂ K : ℝ → ℝ) (x y : ℝ → ℂ) : Prop where
  diff_x : Differentiable ℝ x
  diff_y : Differentiable ℝ y
  eq_x : ∀ t, I * deriv x t = (E₁ t : ℂ) * x t - (K t : ℂ) * y t
  eq_y : ∀ t, I * deriv y t = (E₂ t : ℂ) * y t - (K t : ℂ) * x t

/-- The coherence `w = conj(x) y` between the two condensates. -/
def coherence (x y : ℝ → ℂ) : ℝ → ℂ := fun t => star (x t) * y t

/-- The real and imaginary parts of a differentiable complex signal have as derivatives the
real and imaginary parts of its derivative. -/
theorem hasDerivAt_re_im {f : ℝ → ℂ} {f' : ℂ} {t : ℝ} (hf : HasDerivAt f f' t) :
    HasDerivAt (fun s => (f s).re) f'.re t ∧ HasDerivAt (fun s => (f s).im) f'.im t :=
  ⟨Complex.reCLM.hasFDerivAt.comp_hasDerivAt t hf,
    Complex.imCLM.hasFDerivAt.comp_hasDerivAt t hf⟩

variable {E₁ E₂ K : ℝ → ℝ} {x y : ℝ → ℂ}

/-- The coupled equations solved for the time derivatives of the two amplitudes. -/
theorem FeynmanJunction.amplitudes (h : FeynmanJunction E₁ E₂ K x y) (t : ℝ) :
    HasDerivAt x (-I * ((E₁ t : ℂ) * x t - (K t : ℂ) * y t)) t ∧
    HasDerivAt y (-I * ((E₂ t : ℂ) * y t - (K t : ℂ) * x t)) t := by
  constructor
  · refine (h.diff_x t).hasDerivAt.congr_deriv ?_
    linear_combination (-I) * h.eq_x t + deriv x t * I_sq
  · refine (h.diff_y t).hasDerivAt.congr_deriv ?_
    linear_combination (-I) * h.eq_y t + deriv y t * I_sq

/-- The coherence rotates at the level difference and is driven by the population imbalance:
`w' = i(E₁ - E₂) w + iK(|x|² - |y|²)`. -/
theorem FeynmanJunction.coherence_deriv (h : FeynmanJunction E₁ E₂ K x y) (t : ℝ) :
    HasDerivAt (coherence x y)
      (I * ((E₁ t - E₂ t : ℝ) : ℂ) * coherence x y t
        + I * (K t : ℂ) * ((normSq (x t) - normSq (y t) : ℝ) : ℂ)) t := by
  have hm := (h.amplitudes t).1.star.fun_mul (h.amplitudes t).2
  refine HasDerivAt.congr_deriv hm ?_
  simp only [coherence, ofReal_sub, normSq_eq_conj_mul_self, star_def, map_mul, map_neg,
    map_sub, conj_I, conj_ofReal]
  ring

/-- The equation of motion of the coherence, split into its real and imaginary parts. -/
theorem FeynmanJunction.coherence_parts (h : FeynmanJunction E₁ E₂ K x y) (t : ℝ) :
    HasDerivAt (fun s => (coherence x y s).re) (-(E₁ t - E₂ t) * (coherence x y t).im) t ∧
    HasDerivAt (fun s => (coherence x y s).im)
      ((E₁ t - E₂ t) * (coherence x y t).re + K t * (normSq (x t) - normSq (y t))) t := by
  have hw := hasDerivAt_re_im (h.coherence_deriv t)
  constructor
  · refine hw.1.congr_deriv ?_
    simp only [add_re, mul_re, mul_im, I_re, I_im, ofReal_re, ofReal_im]
    ring
  · refine hw.2.congr_deriv ?_
    simp only [add_im, mul_re, mul_im, I_re, I_im, ofReal_re, ofReal_im]
    ring

/-- The populations change at opposite rates set by the imaginary part of the coherence:
`(|x|²)' = -2K Im w` and `(|y|²)' = 2K Im w`. -/
theorem FeynmanJunction.populations (h : FeynmanJunction E₁ E₂ K x y) (t : ℝ) :
    HasDerivAt (fun s => normSq (x s)) (-2 * K t * (coherence x y t).im) t ∧
    HasDerivAt (fun s => normSq (y s)) (2 * K t * (coherence x y t).im) t := by
  -- the derivative of a squared modulus
  have key : ∀ (f : ℝ → ℂ) (f' : ℂ), HasDerivAt f f' t →
      HasDerivAt (fun s => normSq (f s)) (2 * ((f t).re * f'.re + (f t).im * f'.im)) t := by
    intro f f' hf
    obtain ⟨hr, hi⟩ := hasDerivAt_re_im hf
    simp only [normSq_apply]
    refine ((hr.fun_mul hr).fun_add (hi.fun_mul hi)).congr_deriv ?_
    ring
  constructor
  · refine (key x _ (h.amplitudes t).1).congr_deriv ?_
    simp only [coherence, star_def, neg_re, neg_im, mul_re, mul_im, sub_re, sub_im,
      conj_re, conj_im, I_re, I_im, ofReal_re, ofReal_im]
    ring
  · refine (key y _ (h.amplitudes t).2).congr_deriv ?_
    simp only [coherence, star_def, neg_re, neg_im, mul_re, mul_im, sub_re, sub_im,
      conj_re, conj_im, I_re, I_im, ofReal_re, ofReal_im]
    ring

/-- The total population `|x|² + |y|²` is the same at any two times. -/
theorem FeynmanJunction.number_conserved (h : FeynmanJunction E₁ E₂ K x y) (s t : ℝ) :
    normSq (x s) + normSq (y s) = normSq (x t) + normSq (y t) := by
  have hd : ∀ r, HasDerivAt (fun r => normSq (x r) + normSq (y r)) 0 r := fun r =>
    ((h.populations r).1.fun_add (h.populations r).2).congr_deriv (by ring)
  exact is_const_of_deriv_eq_zero (fun r => (hd r).differentiableAt) (fun r => (hd r).deriv) s t

/-- For constant levels and coupling, the energy `E₁|x|² + E₂|y|² - 2K Re w` is the same at
any two times. -/
theorem energy_conserved {e₁ e₂ k : ℝ}
    (h : FeynmanJunction (fun _ => e₁) (fun _ => e₂) (fun _ => k) x y) (s t : ℝ) :
    e₁ * normSq (x s) + e₂ * normSq (y s) - 2 * k * (coherence x y s).re
      = e₁ * normSq (x t) + e₂ * normSq (y t) - 2 * k * (coherence x y t).re := by
  have hd : ∀ r, HasDerivAt (fun r => e₁ * normSq (x r) + e₂ * normSq (y r)
      - 2 * k * (coherence x y r).re) 0 r := fun r =>
    ((((h.populations r).1.const_mul e₁).fun_add ((h.populations r).2.const_mul e₂)).fun_sub
      ((h.coherence_parts r).1.const_mul (2 * k))).congr_deriv (by ring)
  exact is_const_of_deriv_eq_zero (fun r => (hd r).differentiableAt) (fun r => (hd r).deriv) s t

/-- If `w = ρ exp(iφ)` at all times, with `φ` differentiable at `t` and `ρ(t) ≠ 0`, then `(|x|²)' =
-2Kρ sin φ` and `φ' = E₁ - E₂ + K(|x|² - |y|²) cos φ / ρ` at `t`. -/
theorem FeynmanJunction.josephson_relations (h : FeynmanJunction E₁ E₂ K x y)
    {ρ φ : ℝ → ℝ} (hw : ∀ s, coherence x y s = (ρ s : ℂ) * exp ((φ s : ℂ) * I))
    {t : ℝ} (hφ : DifferentiableAt ℝ φ t) (hρ : ρ t ≠ 0) :
    HasDerivAt (fun s => normSq (x s)) (-2 * K t * ρ t * Real.sin (φ t)) t ∧
    HasDerivAt φ (E₁ t - E₂ t
      + K t * (normSq (x t) - normSq (y t)) / ρ t * Real.cos (φ t)) t := by
  have hre : ∀ s, (coherence x y s).re = ρ s * Real.cos (φ s) := fun s => by
    rw [hw s, re_ofReal_mul, exp_ofReal_mul_I_re]
  have him : ∀ s, (coherence x y s).im = ρ s * Real.sin (φ s) := fun s => by
    rw [hw s, im_ofReal_mul, exp_ofReal_mul_I_im]
  constructor
  · refine (h.populations t).1.congr_deriv ?_
    rw [him t]
    ring
  · -- the component of `w` perpendicular to its own phase direction vanishes at all times
    have hg : (fun s => (coherence x y s).im * Real.cos (φ s)
        - (coherence x y s).re * Real.sin (φ s)) = fun _ => (0 : ℝ) := by
      funext s
      rw [hre s, him s]
      ring
    have hd0 : HasDerivAt (fun s => (coherence x y s).im * Real.cos (φ s)
        - (coherence x y s).re * Real.sin (φ s)) 0 t := by
      rw [hg]
      exact hasDerivAt_const t (0 : ℝ)
    have hd := ((h.coherence_parts t).2.fun_mul hφ.hasDerivAt.cos).fun_sub
      ((h.coherence_parts t).1.fun_mul hφ.hasDerivAt.sin)
    have h0 := hd.unique hd0
    rw [hre t, him t] at h0
    refine hφ.hasDerivAt.congr_deriv (mul_left_cancel₀ hρ ?_)
    have hc : ρ t * (E₁ t - E₂ t
        + K t * (normSq (x t) - normSq (y t)) / ρ t * Real.cos (φ t))
        = ρ t * (E₁ t - E₂ t) + K t * (normSq (x t) - normSq (y t)) * Real.cos (φ t) := by
      field_simp
    rw [hc]
    linear_combination (-1) * h0
      + ((E₁ t - E₂ t) * ρ t - ρ t * deriv φ t) * Real.sin_sq_add_cos_sq (φ t)

/-- If `w = ρ exp(iφ)` at all times, then at an instant of equal populations where `φ` is
differentiable and `ρ` is nonzero, the derivative of `φ` is `E₁ - E₂`. -/
theorem FeynmanJunction.phase_rate_balanced (h : FeynmanJunction E₁ E₂ K x y)
    {ρ φ : ℝ → ℝ} (hw : ∀ s, coherence x y s = (ρ s : ℂ) * exp ((φ s : ℂ) * I))
    {t : ℝ} (hφ : DifferentiableAt ℝ φ t) (hρ : ρ t ≠ 0)
    (hn : normSq (x t) = normSq (y t)) : HasDerivAt φ (E₁ t - E₂ t) t := by
  refine (h.josephson_relations hw hφ hρ).2.congr_deriv ?_
  rw [hn, sub_self, mul_zero, zero_div, zero_mul, add_zero]

/-- The left amplitude `exp(-iEt) cos(Kt)`. -/
def oscLeft (e k : ℝ) : ℝ → ℂ := fun t => exp (-(I * e) * t) * Complex.cos (k * t)

/-- The right amplitude `i exp(-iEt) sin(Kt)`. -/
def oscRight (e k : ℝ) : ℝ → ℂ := fun t => I * (exp (-(I * e) * t) * Complex.sin (k * t))

/-- The amplitudes `exp(-iEt) cos(Kt)` and `i exp(-iEt) sin(Kt)` solve the two-condensate
equations with equal levels `E` and constant coupling `K`. -/
theorem feynmanJunction_witness (e k : ℝ) :
    FeynmanJunction (fun _ => e) (fun _ => e) (fun _ => k) (oscLeft e k) (oscRight e k) := by
  have lin : ∀ c z : ℂ, HasDerivAt (fun u : ℂ => c * u) c z := fun c z =>
    ((hasDerivAt_id' z).const_mul c).congr_deriv (mul_one c)
  have hx : ∀ t : ℝ, HasDerivAt (oscLeft e k)
      (exp (-(I * e) * t) * (-(I * e)) * Complex.cos (k * t)
        + exp (-(I * e) * t) * (-Complex.sin (k * t) * k)) t := fun t =>
    ((lin (-(I * e)) t).cexp.fun_mul (lin k t).ccos).comp_ofReal
  have hy : ∀ t : ℝ, HasDerivAt (oscRight e k)
      (I * (exp (-(I * e) * t) * (-(I * e)) * Complex.sin (k * t)
        + exp (-(I * e) * t) * (Complex.cos (k * t) * k))) t := fun t =>
    (((lin (-(I * e)) t).cexp.fun_mul (lin k t).csin).const_mul I).comp_ofReal
  refine ⟨fun t => (hx t).differentiableAt, fun t => (hy t).differentiableAt, ?_, ?_⟩
  · intro t
    rw [(hx t).deriv]
    simp only [oscLeft, oscRight]
    linear_combination (-(e * exp (-(I * e) * t) * Complex.cos (k * t))) * I_sq
  · intro t
    rw [(hy t).deriv]
    simp only [oscLeft, oscRight]
    linear_combination (k * exp (-(I * e) * t) * Complex.cos (k * t)
      - I * e * exp (-(I * e) * t) * Complex.sin (k * t)) * I_sq

end

end FeynmanJosephson
```

```lean
#print axioms FeynmanJosephson.FeynmanJunction.number_conserved
#print axioms FeynmanJosephson.energy_conserved
#print axioms FeynmanJosephson.FeynmanJunction.phase_rate_balanced
```

```
'FeynmanJosephson.FeynmanJunction.number_conserved' depends on axioms: [propext, Classical.choice, Quot.sound]
'FeynmanJosephson.energy_conserved' depends on axioms: [propext, Classical.choice, Quot.sound]
'FeynmanJosephson.FeynmanJunction.phase_rate_balanced' depends on axioms: [propext, Classical.choice, Quot.sound]
```

## Two amplitudes coupled by tunnelling

Let $x(t)$ and $y(t)$ be the amplitudes of the left and right condensates, with populations $|x|^2$ and $|y|^2$. In units with $\hbar=1$, the model is

$$i x' = E_1 x - K y,\qquad i y' = E_2 y - K x.$$

The levels $E_1$ and $E_2$ are the energies per pair on the two sides, so a voltage across the junction enters through their difference. The coupling $K$ stands for tunnelling through the barrier. It is postulated here, not derived from a microscopic theory.

The structure `FeynmanJunction E₁ E₂ K x y` records these two equations together with the differentiability of both amplitudes. The parameters have type `ℝ → ℝ`, so they are real and may depend on time in any way. The amplitudes have type `ℝ → ℂ` and are not normalised: the total population can be any nonnegative number. The differentiability fields matter because Lean's `deriv` is zero where no derivative exists. With $E_1=E_2=K=0$ and $y=0$, a step function $x$ jumping from 0 to 1 would satisfy both equation fields and still change its population.

Multiplying the equations by $-i$ gives

$$x'=-i(E_1x-Ky),\qquad y'=-i(E_2y-Kx).$$

This is `FeynmanJunction.amplitudes`, where `linear_combination` performs the multiplication and uses $i^2=-1$. The result is phrased with `HasDerivAt`, which says that a function is differentiable at the given time with the stated derivative.

## The coherence and the populations

The relative phase is carried by the coherence $w=\bar x y$, defined in the file as `coherence`. Since the parameters are real, $\bar x'=i(E_1\bar x-K\bar y)$, and the product rule gives

$$\begin{aligned}
w' &= \bar x' y+\bar x y'\\
&= iE_1\bar x y-iK|y|^2-iE_2\bar x y+iK|x|^2\\
&= i(E_1-E_2)w+iK(|x|^2-|y|^2).
\end{aligned}$$

The theorem `FeynmanJunction.coherence_deriv` follows the same route: `fun_mul` is the product rule, `simp` evaluates the conjugates, and `ring` collects terms. In Lean, `normSq` denotes the squared modulus. Taking components gives `FeynmanJunction.coherence_parts`:

$$\begin{aligned}
(\operatorname{Re}w)'&=-(E_1-E_2)\operatorname{Im}w,\\
(\operatorname{Im}w)'&=(E_1-E_2)\operatorname{Re}w+K(|x|^2-|y|^2).
\end{aligned}$$

The auxiliary theorem `hasDerivAt_re_im` justifies differentiating the components separately.

For the populations,

$$\begin{aligned}
(|x|^2)'&=2\operatorname{Re}(\bar x x')
=2\operatorname{Re}(-iE_1|x|^2+iKw)=-2K\operatorname{Im}w,\\
(|y|^2)'&=2\operatorname{Re}(\bar y y')
=2\operatorname{Re}(-iE_2|y|^2+iK\bar w)=2K\operatorname{Im}w.
\end{aligned}$$

The level terms vanish because they are purely imaginary. In `FeynmanJunction.populations`, the local statement `key` differentiates a squared modulus through its real and imaginary parts, after which the amplitude equations are substituted.

## Two conserved quantities

The population rates cancel, so $|x|^2+|y|^2$ has zero derivative everywhere and takes the same value at any two times. This is `FeynmanJunction.number_conserved`, and it holds for time-dependent parameters too.

When $E_1$, $E_2$ and $K$ are constant, the energy

$$H=E_1|x|^2+E_2|y|^2-2K\operatorname{Re}w$$

is conserved as well, because

$$H'=-2K(E_1-E_2)\operatorname{Im}w+2K(E_1-E_2)\operatorname{Im}w=0.$$

In `energy_conserved`, the constancy of the parameters is expressed by functions such as `fun _ => e₁`. Both conservation proofs end with `is_const_of_deriv_eq_zero`, which turns a derivative that vanishes at all times into equality between any two times. In a numerical integration of this model with constant parameters, a drift in either quantity reveals an error. The absence of drift does not prove accuracy: in exact arithmetic the Crank–Nicolson scheme conserves both at any step size, yet for $K\ne0$ and small steps it makes the population oscillation slightly too slow.

## Current and phase relations

Now write $w=\rho e^{i\varphi}$ with real $\rho$ and $\varphi$. Then $\operatorname{Re}w=\rho\cos\varphi$ and $\operatorname{Im}w=\rho\sin\varphi$, and the population equation becomes

$$(|x|^2)'=-2K\rho\sin\varphi.$$

The sine in the Josephson current thus enters through the imaginary part of the coherence, $\rho\sin\varphi$. The prefactor $2K\rho$ may vary in time here, whereas the usual Josephson current–phase relation has a constant critical current. For positive $\rho$, $\varphi$ is the phase of $y$ minus that of $x$, and $\rho=|x||y|$. The theorem also admits negative $\rho$, which shifts this reading of $\varphi$ by $\pi$.

For the phase, start from an identity that holds at all times:

$$\operatorname{Im}w\cos\varphi-\operatorname{Re}w\sin\varphi=0.$$

Differentiating it gives

$$(\operatorname{Im}w)'\cos\varphi-(\operatorname{Re}w)'\sin\varphi
-\varphi'(\operatorname{Im}w\sin\varphi+\operatorname{Re}w\cos\varphi)=0.$$

The last bracket equals $\rho$. Inserting the component equations and using $\sin^2\varphi+\cos^2\varphi=1$ yields

$$\rho\varphi'=\rho(E_1-E_2)+K(|x|^2-|y|^2)\cos\varphi.$$

Division by $\rho\ne0$ gives

$$\varphi'=E_1-E_2+\frac{K(|x|^2-|y|^2)}{\rho}\cos\varphi.$$

This argument never differentiates $\rho$. Accordingly, `FeynmanJunction.josephson_relations` assumes the polar form at all times, but asks only that $\varphi$ be differentiable and $\rho$ nonzero at the instant considered. In the proof, `hd` is the derivative computed by the product rule, `hd0` is the derivative of the zero function, and `hd.unique` equates them. The division is carried out by `mul_left_cancel₀`.

At equal populations the last term vanishes, leaving $\varphi'=E_1-E_2$, as stated in `FeynmanJunction.phase_rate_balanced`. If the level difference is identified with the energy of a pair moved through the voltage, this is the familiar voltage–phase relation. The theorem gives it at an instant of balance. It does not say that the populations stay balanced, and the model contains no external circuit to hold them so. Charging energy, dissipation and spatial structure are also absent.

The condition $\rho\ne0$ is needed even at balance. Take $x=y=0$, all parameters zero, $\rho=0$ and $\varphi(t)=t$. The model equations and the polar form hold and the populations are equal, yet $\varphi'=1$ while $E_1-E_2=0$. A vanishing coherence has no phase to determine.

The limit $K=0$ is the uncoupled junction. Both populations are then constant, and wherever the phase hypotheses hold, $\varphi'=E_1-E_2$ whatever the imbalance.

## An oscillation between equal levels

For constant $E_1=E_2=e$ and $K=k$, the file supplies an explicit solution:

$$x=e^{-iet}\cos(kt),\qquad y=i e^{-iet}\sin(kt),$$

where the $e$ in the exponent is the level and the base is the exponential function. Direct differentiation gives

$$\begin{aligned}
ix'&=e\,x-ik e^{-iet}\sin(kt)=e\,x-ky,\\
iy'&=e\,y-k e^{-iet}\cos(kt)=e\,y-kx.
\end{aligned}$$

The theorem `feynmanJunction_witness` checks these equations for `oscLeft` and `oscRight`, using the chain and product rules followed by `linear_combination`. The model's assumptions can therefore be met for every real $e$ and $k$.

Here the populations are $\cos^2(kt)$ and $\sin^2(kt)$, with total 1, and the coherence is $w=\tfrac{i}{2}\sin(2kt)$. For $k\ne0$, population passes back and forth although the levels are equal: the initial imbalance creates an imaginary coherence, and that coherence carries the current.
